# Independent exponential clocks: first-reaction and BKL sampling give equal probabilities for "event $j$, later than $t$"

Let $T_i$ be independent exponential times with rates $k_i>0$, where $i$ runs over a finite nonempty set, and let $K=\sum_i k_i$. For every $j$ and every $t\ge 0$,

$$P\bigl(T_j>t \text{ and } T_j<T_i \text{ for all } i\ne j\bigr)=\frac{k_j}{K}\,e^{-Kt}.$$

In kinetic Monte Carlo, the first-reaction method draws one time per event and executes the earliest. The BKL (Bortz–Kalos–Lebowitz) method draws event $j$ with probability $k_j/K$ and, independently, an exponential waiting time with rate $K$. The formula shows that the two assign the same probability to "event $j$, later than $t$" in a single step with finitely many events and constant rates.

In Lean 4 with Mathlib:

```lean
import Mathlib

open MeasureTheory ProbabilityTheory Set

namespace FirstReactionMethod

noncomputable section

variable {ι Ω : Type*} [MeasurableSpace Ω]
```

## Clocks, winners and the BKL law

An exponential waiting time is memoryless: the chance of escape in the next instant does not depend on how long the system has already waited. That the waiting times are exponential is assumed here, not derived from the dynamics, as is the independence of the clocks.

In the structure below, `T i` is a random variable on a probability space with measure `μ`. The field `indep` demands mutual independence, and `law` says that `T i` has density $k_i e^{-k_i x}$ for $x\ge 0$ and zero for $x<0$. Events of zero rate are left out of the list.

```lean
/-- Independent exponential clocks `T i` with positive rates `k i` on the probability space
carrying `μ`. -/
structure ExponentialClocks (k : ι → ℝ) (T : ι → Ω → ℝ) (μ : Measure Ω) : Prop where
  rate_pos : ∀ i, 0 < k i
  measurable : ∀ i, Measurable (T i)
  indep : iIndepFun T μ
  law : ∀ i, μ.map (T i) = expMeasure (k i)
```

Clock $j$ wins when $T_j<T_i$ for every $i\ne j$. The inequality is strict, so a tie for first place has no winner.

```lean
/-- The event that clock `j` rings strictly before every other clock. -/
def ringsFirst (T : ι → Ω → ℝ) (j : ι) : Set Ω :=
  {ω | ∀ i, i ≠ j → T j ω < T i ω}
```

The BKL law is a product measure on pairs (event, time),

$$\Bigl(\sum_i \frac{k_i}{K}\,\delta_i\Bigr)\otimes \mathrm{Exp}(K),$$

where $\delta_i$ is the unit point mass at event $i$. The product expresses that event and time are drawn independently.

```lean
/-- The BKL law of event and time: event `i` is drawn with probability `k i / K` and, independently,
the time is exponential with the total rate `K = ∑ i, k i`, for rates `k i ≥ 0` with `K > 0`. -/
def bklLaw [Fintype ι] [MeasurableSpace ι] (k : ι → ℝ) : Measure (ι × ℝ) :=
  (∑ i, ENNReal.ofReal (k i / ∑ l, k l) • Measure.dirac i).prod (expMeasure (∑ l, k l))
```

## One clock against a decaying survival probability

For $a\ge 0$ and $b>0$,

$$\int_t^\infty a\,e^{-bx}\,dx=\frac{a}{b}\,e^{-bt}.$$

Probabilities in Mathlib take values in $[0,\infty]$, and `ENNReal.ofReal` carries the real number on the right into that range.

```lean
/-- The integral of an exponential decay over all times later than `t`. -/
theorem lintegral_exp_tail {a b : ℝ} (ha : 0 ≤ a) (hb : 0 < b) (t : ℝ) :
    ∫⁻ x in Ioi t, ENNReal.ofReal (a * Real.exp (-b * x)) =
      ENNReal.ofReal (a / b * Real.exp (-b * t)) := by
  have hint : IntegrableOn (fun x => a * Real.exp (-b * x)) (Ioi t) :=
    (exp_neg_integrableOn_Ioi t hb).const_mul a
  rw [← ofReal_integral_eq_lintegral_ofReal hint
    (Filter.Eventually.of_forall fun x => mul_nonneg ha (Real.exp_pos _).le),
    integral_const_mul, integral_exp_mul_Ioi (by linarith) t, neg_div_neg_eq]
  congr 1
  ring
```

Suppose a clock of rate $r$ rings at $x$, and its competition is still silent at $x$ with probability $e^{-cx}$, where $c\ge 0$. Weighting by the density of the ringing time gives, for $t\ge 0$,

$$\int_t^\infty e^{-cx}\,r e^{-rx}\,dx=\int_t^\infty r e^{-(r+c)x}\,dx=\frac{r}{r+c}\,e^{-(r+c)t}.$$

The proof replaces the exponential measure by its density, merges the two exponentials with `Real.exp_add`, and applies the previous integral.

```lean
/-- The probability that a clock of rate `r` rings after `t` and before an independent
competitor whose survival probability is `exp (-c x)`. -/
theorem race_integral {r c t : ℝ} (hr : 0 < r) (hc : 0 ≤ c) (ht : 0 ≤ t) :
    ∫⁻ x in Ioi t, ENNReal.ofReal (Real.exp (-c * x)) ∂(expMeasure r) =
      ENNReal.ofReal (r / (r + c) * Real.exp (-(r + c) * t)) := by
  have hd : expMeasure r = volume.withDensity (exponentialPDF r) := rfl
  have hm : Measurable (exponentialPDF r) := (measurable_exponentialPDFReal r).ennreal_ofReal
  rw [hd, setLIntegral_withDensity_eq_setLIntegral_mul _ hm (by fun_prop) measurableSet_Ioi,
    ← lintegral_exp_tail hr.le (by linarith : 0 < r + c) t]
  refine setLIntegral_congr_fun measurableSet_Ioi fun x hx => ?_
  have hx0 : 0 ≤ x := ht.trans (le_of_lt hx)
  have h0 : 0 ≤ r * Real.exp (-r * x) := by positivity
  have e : -(r + c) * x = -r * x + -c * x := by ring
  show exponentialPDF r x * ENNReal.ofReal (Real.exp (-c * x)) =
    ENNReal.ofReal (r * Real.exp (-(r + c) * x))
  rw [exponentialPDF_eq, if_pos hx0, ← neg_mul, ← ENNReal.ofReal_mul h0, e, Real.exp_add,
    mul_assoc]
```

Without competition, $c=0$, and what remains is the survival probability $P(T>t)=e^{-rt}$.

```lean
/-- A clock of rate `r` is still silent at time `t` with probability `exp (-r t)`. -/
theorem clock_survival {r t : ℝ} (hr : 0 < r) (ht : 0 ≤ t) :
    expMeasure r (Ioi t) = ENNReal.ofReal (Real.exp (-r * t)) := by
  simpa [hr.ne'] using race_integral hr le_rfl ht
```

## Many silent clocks

For a finite set $S$ of clocks and a time $t\ge 0$, independence turns the joint survival probability into a product, and the rates add in the exponent:

$$P(T_i>t\ \text{for all } i\in S)=\prod_{i\in S}e^{-k_i t}=e^{-K_S t},\qquad K_S=\sum_{i\in S}k_i.$$

In the proof, `hI` is the factorisation, `hp` evaluates each factor, and `Real.exp_sum` collects the exponents.

```lean
variable {k : ι → ℝ} {T : ι → Ω → ℝ} {μ : Measure Ω}

/-- All clocks of a set `S` are silent up to time `t` with probability `exp (-K_S t)`, where
`K_S` is the sum of their rates. -/
theorem all_survive (h : ExponentialClocks k T μ) (S : Finset ι) {t : ℝ} (ht : 0 ≤ t) :
    μ {ω | ∀ i ∈ S, t < T i ω} = ENNReal.ofReal (Real.exp (-(∑ i ∈ S, k i) * t)) := by
  have hs : {ω | ∀ i ∈ S, t < T i ω} = ⋂ i ∈ S, T i ⁻¹' Ioi t := by
    ext ω
    simp
  have hI : μ (⋂ i ∈ S, T i ⁻¹' Ioi t) = ∏ i ∈ S, μ (T i ⁻¹' Ioi t) :=
    h.indep.measure_inter_preimage_eq_mul S (sets := fun _ => Ioi t)
      (fun _ _ => measurableSet_Ioi)
  have hp : ∀ i ∈ S, μ (T i ⁻¹' Ioi t) = ENNReal.ofReal (Real.exp (-k i * t)) := by
    intro i _
    rw [← Measure.map_apply (h.measurable i) measurableSet_Ioi, h.law i,
      clock_survival (h.rate_pos i) ht]
  rw [hs, hI, Finset.prod_congr rfl hp,
    ← ENNReal.ofReal_prod_of_nonneg (fun i _ => (Real.exp_pos _).le),
    ← Real.exp_sum, ← Finset.sum_mul, Finset.sum_neg_distrib]
```

## Clock $j$ rings at $x$ and its rivals are silent

Let $S$ now contain every clock except $j$, so that $k_j+K_S=K$. For $t\ge 0$, integrating over the time $x$ at which clock $j$ rings gives

$$P(T_j>t,\ j\text{ first})=\int_t^\infty k_j e^{-k_j x}\,P(T_i>x\ \text{for all } i\in S)\,dx=\int_t^\infty k_j e^{-Kx}\,dx=\frac{k_j}{K}\,e^{-Kt}.$$

```lean
variable [Fintype ι]

/-- Joint law of the first-reaction method: clock `j` rings after time `t` and before all
others with probability `(k j / K) exp (-K t)`, where `K` is the total rate. -/
theorem first_reaction_law [IsProbabilityMeasure μ] (h : ExponentialClocks k T μ) (j : ι)
    {t : ℝ} (ht : 0 ≤ t) :
    μ ({ω | t < T j ω} ∩ ringsFirst T j) =
      ENNReal.ofReal (k j / (∑ i, k i) * Real.exp (-(∑ i, k i) * t)) := by
  classical
  let S : Finset ι := Finset.univ.erase j
  let R : Ω → (S → ℝ) := fun ω i => T i ω
  have hR : Measurable R := measurable_pi_lambda _ fun i => h.measurable i
  -- clock `j` is independent of the tuple of its rivals
  have hind : IndepFun (T j) R μ := by
    have h0 := h.indep.indepFun_finset {j} S (by simp [S]) h.measurable
    exact h0.comp (φ := fun x : (({j} : Finset ι) → ℝ) => x ⟨j, by simp⟩) (ψ := id)
      (measurable_pi_apply _) measurable_id
  let A : Set (ℝ × (S → ℝ)) := {p | t < p.1 ∧ ∀ i, p.1 < p.2 i}
  have hA : MeasurableSet A := by
    have e : A = (Prod.fst ⁻¹' Ioi t) ∩ ⋂ i : S, {p : ℝ × (S → ℝ) | p.1 < p.2 i} := by
      ext p
      simp [A]
    rw [e]
    exact (measurable_fst measurableSet_Ioi).inter (MeasurableSet.iInter fun i =>
      measurableSet_lt measurable_fst ((measurable_pi_apply i).comp measurable_snd))
  have hpre : {ω | t < T j ω} ∩ ringsFirst T j = (fun ω => (T j ω, R ω)) ⁻¹' A := by
    ext ω
    simp [ringsFirst, A, R, S]
  have hmap := (indepFun_iff_map_prod_eq_prod_map_map (h.measurable j).aemeasurable
    hR.aemeasurable).1 hind
  -- given that clock `j` rings at `x`, the rivals must survive up to `x`
  have hsec : ∀ x, (μ.map R) (Prod.mk x ⁻¹' A) =
      (Ioi t).indicator (fun x => ENNReal.ofReal (Real.exp (-(∑ i ∈ S, k i) * x))) x := by
    intro x
    rw [Measure.map_apply hR (measurable_prodMk_left hA)]
    by_cases hx : t < x
    · rw [indicator_of_mem (show x ∈ Ioi t from hx), ← all_survive h S (ht.trans hx.le)]
      congr 1
      ext ω
      simp [A, R, S, hx]
    · have he : R ⁻¹' (Prod.mk x ⁻¹' A) = ∅ := by
        ext ω
        simp [A, hx]
      rw [indicator_of_notMem (show x ∉ Ioi t from hx), he, measure_empty]
  have hc : 0 ≤ ∑ i ∈ S, k i := Finset.sum_nonneg fun i _ => (h.rate_pos i).le
  have hsum : k j + ∑ i ∈ S, k i = ∑ i, k i := Finset.add_sum_erase _ _ (Finset.mem_univ j)
  rw [hpre, ← Measure.map_apply ((h.measurable j).prodMk hR) hA, hmap,
    Measure.prod_apply hA, h.law j]
  simp only [hsec]
  rw [lintegral_indicator measurableSet_Ioi, race_integral (h.rate_pos j) hc ht, hsum]
```

Informally, the first equality comes from conditioning on $T_j=x$, an event of probability zero. The proof avoids this with `indepFun_iff_map_prod_eq_prod_map_map`, which says that two random variables are independent exactly when the law of the pair is the product of their laws. It is applied to $T_j$ and the whole tuple `R` of rival times; their independence, `hind`, comes from the mutual independence of the clocks. The event becomes a region `A` of pairs $(x,\text{rival times})$, and `Measure.prod_apply` computes its measure by integrating the measures of its slices at fixed $x$. By `hsec`, a slice has measure $e^{-K_S x}$ if $x>t$ and zero otherwise, so `race_integral` finishes the calculation.

With a single clock there are no rivals: $S$ is empty, $k_j/K=1$, and the formula reduces to $P(T_j>t)=e^{-k_j t}$.

## Comparison with BKL

The BKL law gives the set $\{j\}\times(t,\infty)$ the probability

$$\frac{k_j}{K}\cdot P(\mathrm{Exp}(K)>t)=\frac{k_j}{K}\,e^{-Kt},$$

which is the value just found. In the proof, `hj` picks the weight of $j$ out of the sum of point masses, and `Measure.prod_prod` multiplies it by the survival probability.

```lean
/-- The first-reaction method and the BKL method give the same probability to the outcome
"event `j`, later than `t`". -/
theorem first_reaction_eq_bkl [MeasurableSpace ι] [MeasurableSingletonClass ι]
    [IsProbabilityMeasure μ] (h : ExponentialClocks k T μ) (j : ι) {t : ℝ} (ht : 0 ≤ t) :
    μ ({ω | t < T j ω} ∩ ringsFirst T j) = bklLaw k ({j} ×ˢ Ioi t) := by
  have hK : 0 < ∑ i, k i := Finset.sum_pos (fun i _ => h.rate_pos i) ⟨j, Finset.mem_univ j⟩
  have : SFinite (expMeasure (∑ i, k i)) := by
    unfold expMeasure gammaMeasure
    infer_instance
  have hj : (∑ i, ENNReal.ofReal (k i / ∑ l, k l) • Measure.dirac i) {j} =
      ENNReal.ofReal (k j / ∑ l, k l) := by
    rw [Measure.finsetSum_apply, Finset.sum_eq_single j]
    · simp
    · intro i _ hij
      simp [hij]
    · simp
  rw [first_reaction_law h j ht, bklLaw, Measure.prod_prod, hj, clock_survival hK ht,
    ENNReal.ofReal_mul (div_nonneg (h.rate_pos j).le hK.le)]
```

The equality is stated for these sets, one for each $j$ and $t\ge 0$; extending it to all measurable sets of pairs takes a standard uniqueness argument for measures, which is left to the reader.

## Selection probabilities and ties

At $t=0$ the exponential factor is one. Since $T_j>0$ almost surely, the condition on the time can then be removed:

$$P(j\text{ first})=\frac{k_j}{K}.$$

```lean
/-- Clock `j` rings first with probability `k j / K`, where `K` is the total rate. -/
theorem selection_probability [IsProbabilityMeasure μ] (h : ExponentialClocks k T μ) (j : ι) :
    μ (ringsFirst T j) = ENNReal.ofReal (k j / ∑ i, k i) := by
  have h1 : μ {ω | 0 < T j ω} = 1 := by simpa using all_survive h {j} le_rfl
  have hpos : ∀ᵐ ω ∂μ, 0 < T j ω := mem_ae_iff.2
    ((prob_compl_eq_zero_iff (measurableSet_lt measurable_const (h.measurable j))).2 h1)
  have he : μ (ringsFirst T j) = μ ({ω | 0 < T j ω} ∩ ringsFirst T j) :=
    measure_congr (Filter.eventuallyEq_set.2
      (hpos.mono fun ω hω => ⟨fun a => ⟨hω, a⟩, fun a => a.2⟩))
  rw [he, first_reaction_law h j le_rfl]
  simp
```

Two different clocks cannot both be strictly first, so the winning events are disjoint and their probabilities add:

$$P(\text{some clock is first})=\sum_j\frac{k_j}{K}=1.$$

A tie for first place therefore has probability zero, and the instruction "execute the earliest event" is almost surely unambiguous. The proof follows this count: `hdisj` is the disjointness and `h1` the sum.

```lean
/-- Almost surely exactly one clock rings before all the others. -/
theorem unique_first_reaction [Nonempty ι] [IsProbabilityMeasure μ]
    (h : ExponentialClocks k T μ) : ∀ᵐ ω ∂μ, ∃! j, ω ∈ ringsFirst T j := by
  have hW : ∀ j, MeasurableSet (ringsFirst T j) := by
    intro j
    have e : ringsFirst T j = ⋂ i, ⋂ (_ : i ≠ j), {ω | T j ω < T i ω} := by
      ext ω
      simp [ringsFirst]
    rw [e]
    exact MeasurableSet.iInter fun i => MeasurableSet.iInter fun _ =>
      measurableSet_lt (h.measurable j) (h.measurable i)
  have hdisj : Pairwise (Function.onFun Disjoint (ringsFirst T)) := fun a b hab =>
    Set.disjoint_left.2 fun ω ha hb => lt_asymm (ha b hab.symm) (hb a hab)
  have hK : 0 < ∑ i, k i := Finset.sum_pos (fun i _ => h.rate_pos i) Finset.univ_nonempty
  -- the selection probabilities exhaust the total probability
  have h1 : μ (⋃ j, ringsFirst T j) = 1 := by
    rw [measure_iUnion hdisj hW, tsum_fintype,
      Finset.sum_congr rfl (fun j _ => selection_probability h j),
      ← ENNReal.ofReal_sum_of_nonneg (fun j _ => div_nonneg (h.rate_pos j).le hK.le),
      ← Finset.sum_div, div_self hK.ne', ENNReal.ofReal_one]
  have hae : ∀ᵐ ω ∂μ, ω ∈ ⋃ j, ringsFirst T j :=
    mem_ae_iff.2 ((prob_compl_eq_zero_iff (MeasurableSet.iUnion hW)).2 h1)
  filter_upwards [hae] with ω hω
  obtain ⟨j, hj⟩ := mem_iUnion.1 hω
  refine ⟨j, hj, fun l hl => ?_⟩
  by_contra hne
  exact lt_asymm (hj l hne) (hl j (Ne.symm hne))
```

## Clocks for any positive rates

Given rates $k_i>0$, take the product measure $\bigotimes_i \mathrm{Exp}(k_i)$ on tuples $(x_i)$ and let $T_i(x)=x_i$. The coordinates are independent and have the required laws. This is the idealised form of drawing one exponential random number per event, and it shows that the assumptions on the clocks can be met for every choice of positive rates.

```lean
/-- For any positive rates, the coordinates on the product of the exponential laws are
independent exponential clocks. -/
theorem exponentialClocks_witness (k : ι → ℝ) (hk : ∀ i, 0 < k i) :
    ExponentialClocks k (fun i (x : ι → ℝ) => x i)
      (Measure.pi fun i => expMeasure (k i)) := by
  have : ∀ i, IsProbabilityMeasure (expMeasure (k i)) := fun i => ⟨by
    have hd : expMeasure (k i) = volume.withDensity (exponentialPDF (k i)) := rfl
    rw [hd, withDensity_apply _ MeasurableSet.univ, Measure.restrict_univ]
    exact lintegral_exponentialPDF_eq_one (hk i)⟩
  exact
    { rate_pos := hk
      measurable := fun i => measurable_pi_apply i
      indep := iIndepFun_pi (X := fun _ x => x) (fun _ => measurable_id.aemeasurable)
      law := fun i => (measurePreserving_eval (fun i => expMeasure (k i)) i).map_eq }

end

end FirstReactionMethod
```

```lean
#print axioms FirstReactionMethod.first_reaction_eq_bkl
-- 'FirstReactionMethod.first_reaction_eq_bkl' depends on axioms: [propext, Classical.choice, Quot.sound]
#print axioms FirstReactionMethod.unique_first_reaction
-- 'FirstReactionMethod.unique_first_reaction' depends on axioms: [propext, Classical.choice, Quot.sound]
```
